# First-order REDOR recoupling with rectangular π pulses: a factor between π/4 and 1

## Pulses that take a sizeable part of the rotor period

Magic-angle spinning averages the dipolar coupling between two unlike spins to zero over each rotor period. REDOR brings it back by applying two π pulses per period to one of the spins, $S$, while the other, $I$, is observed. Each pulse reverses the sign of the coupling, so the positive and negative halves of its modulation add up instead of cancelling.

This picture treats the sign reversal as instantaneous. At fast spinning a π pulse may last a third of the rotor period, and the coupling goes on acting while the pulse is on. How much of the recoupled interaction is then lost?

## The coupling seen from the toggling frame

Let $x=2\pi t/\tau_r$ be the rotor phase, with $\tau_r$ the rotor period and $x=0$ at the centre of a pulse. The pulse lasts from $x=-d$ to $x=d$, and the next one is centred at $x=\pi$. The pulses do not overlap if $d\le\pi/2$.

A pulse of constant amplitude turns $S$ at a constant rate, so its flip angle $\theta_d(x)$ grows linearly from $0$ to $\pi$. In the toggling frame, which follows this rotation, $I_zS_z$ becomes $I_zS_z\cos\theta_d$ plus a transverse term. The pulse phases of the xy-4 scheme cancel the transverse term over two rotor periods in the first-order average, and it is left out here. What remains is the factor

$$f_d(x)=-\cos\theta_d(x),$$

with the sign chosen positive after the pulse.

The coupling is modulated at once and twice the rotor frequency. Since $f_d$ changes sign from one pulse to the next, the second harmonic averages out. Since $f_d$ is odd about the pulse centre, only the $\sin x$ part of the first harmonic survives. The four quarters of the rotor period contribute equally, so one quarter is enough:

$$\kappa(d)=\int_0^{\pi/2} f_d(x)\,\sin x\,dx .$$

For an ideal pulse $f=1$ on this interval and the integral is $1$. Thus $\kappa$ is the ratio of the recoupled interaction to its ideal-pulse value.

## Closed form and bounds

For $0<d<\pi/2$,

$$\kappa(d)=\frac{\cos d}{1-(2d/\pi)^2},\qquad \frac{\pi}{4}<\kappa(d)<1 .$$

In this first-order two-spin model, finite pulses therefore reduce the apparent coupling by less than $1-\pi/4$, about 21.5 %. With $\varphi=2d/\pi$, the fraction of the rotor period taken up by two pulses, the closed form reads $\cos(\pi\varphi/2)/(1-\varphi^2)$.

## Derivation

**The profile.** For $0\le x\le d$ the flip angle is $\theta_d=\frac{\pi}{2}(1+x/d)$, so

$$f_d(x)=-\cos\!\left(\frac{\pi x}{2d}+\frac{\pi}{2}\right)=\sin\frac{\pi x}{2d}.$$

For $d\le x\le\pi/2$ the flip angle stays at $\pi$ and $f_d=1$.

**The integral.** Put $a=\pi/(2d)$, which exceeds $1$. The function

$$F(x)=\frac{\sin(ax)\cos x-a\cos(ax)\sin x}{a^2-1}$$

has derivative $\sin(ax)\sin x$: the two terms $a\cos(ax)\cos x$ cancel, and the rest is $(a^2-1)\sin(ax)\sin x$ over $a^2-1$. Since $F(0)=0$ and $ad=\pi/2$,

$$\int_0^d\sin(ax)\sin x\,dx=\frac{\cos d}{a^2-1},\qquad \int_d^{\pi/2}\sin x\,dx=\cos d .$$

The sum is

$$\kappa(d)=\cos d\,\frac{a^2}{a^2-1}=\frac{\cos d}{1-1/a^2},$$

and $1/a=2d/\pi$.

**Longer pulses recouple less.** Let $0<d<e\le\pi/2$. At any $x$ in $[0,\pi/2]$ the longer pulse has turned the spin no further than the shorter one, so $\theta_e\le\theta_d$. Both angles lie in $[0,\pi]$, where $-\cos$ increases, hence $f_e(x)\le f_d(x)$. At $x=d$ the inequality is strict: $f_d(d)=1$, but $f_e(d)=\sin(\pi d/(2e))<1$. The integrands are continuous and $\sin d>0$, so $\kappa(e)<\kappa(d)$.

**The two bounds.** At $d=\pi/2$ the pulses fill the rotor period and $f_d(x)=\sin x$, which gives

$$\kappa(\pi/2)=\int_0^{\pi/2}\sin^2x\,dx=\frac{\pi}{4}.$$

By monotonicity every shorter pulse gives more. For the upper bound, $\kappa(d)<\kappa(d/2)\le\int_0^{\pi/2}\sin x\,dx=1$. As $d\to0$ the closed form tends to $1$, so no smaller upper bound holds for all $d$.

## A pulse lasting a third of the rotor period

Take $\tau_r=30$ µs and a π pulse of $10$ µs. Then $d=\pi/3$, $\varphi=2/3$, $a=3/2$ and $\cos d=1/2$. The pulse contributes $\tfrac12/\tfrac54=0.4$ and the free evolution $0.5$, so $\kappa=0.9$. The closed form agrees: $\tfrac12/(1-\tfrac49)=\tfrac9{10}$.

## Correcting a fitted coupling

Suppose that, without pulses, the relevant part of the coupling makes the observed spin precess at angular frequency $\pm A\sin x$, which adds up to no phase over a rotor period. With the pulses, the first-order average gives a phase of $\pm 2A\kappa\tau_r/\pi$ per rotor period. The amplitude $A$ is proportional to the dipolar coupling constant and depends on the crystallite orientation, whereas $\kappa$ does not. The powder-averaged dephasing curve is therefore the ideal-pulse curve with the coupling constant multiplied by $\kappa$.

A fit with the ideal-pulse curve thus returns $\kappa$ times the coupling constant, and dividing by $\kappa$ corrects it. In the example, a fitted 900 Hz stands for 1000 Hz. Because the coupling falls off as the inverse cube of the distance, the uncorrected value would make the distance too long by a factor $(10/9)^{1/3}\approx1.036$.

## The model in Lean

All phases and angles are real numbers in radians.

- `flipAngle d x` is $\theta_d(x)$. The expression `max (-1) (min 1 (x / d))` clips $x/d$ to $[-1,1]$, which makes the angle linear during the pulse and constant outside it. This encodes a rectangular pulse with a perfect total flip of $\pi$.
- `toggling d x` is $f_d(x)$ for the single pulse centred at $x=0$, which for $d\le\pi/2$ agrees with the pulse train on the quarter period $0\le x\le\pi/2$. `recoupling d` is $\kappa(d)$, defined as the integral over that quarter period.
- `recoupling_eq` and `recoupling_bounds` state the closed form and the strict bounds, both under `0 < d` and `d < π / 2`. `recoupling_pulse_fraction` restates the closed form for $0<\varphi<1$.
- `recoupling_strict_anti` states the strict decrease and allows the longer pulse to reach $\pi/2$. `recoupling_full` gives the value there.
- `recoupling_tendsto_ideal` is the limit $\kappa\to1$ as $d$ approaches zero from above, which is what `𝓝[>] 0` expresses.

The sine profile is proved from the linear flip angle. The reduction from the spin Hamiltonian to this integral is physical input: it enters through the definitions. The model leaves out higher-order terms of the average Hamiltonian, resonance offsets, errors in the pulse amplitude, relaxation and couplings to further spins.

```lean
import Mathlib

open Real Filter Topology

namespace FinitePulseREDOR

noncomputable section

/-- Flip angle accumulated at rotor phase `x`, measured from the pulse centre, for a π pulse of
constant amplitude and half-width `d > 0`: it grows linearly from `0` at `-d` to `π` at `d`. -/
def flipAngle (d x : ℝ) : ℝ := π / 2 * (1 + max (-1) (min 1 (x / d)))

/-- Toggling-frame factor of the dipolar coupling near a π pulse of half-width `d > 0`, with the
sign chosen positive after the pulse. -/
def toggling (d x : ℝ) : ℝ := -cos (flipAngle d x)

/-- Recoupling factor for pulses of half-width `d > 0`: the toggling factor weighted with the
sine modulation of the coupling, over the quarter rotor period that follows a pulse centre. -/
def recoupling (d : ℝ) : ℝ := ∫ x in (0 : ℝ)..(π / 2), toggling d x * sin x

/-- During a pulse of half-width `d > 0` the coupling factor is `sin (π x / (2 d))`. -/
theorem toggling_during_pulse {d x : ℝ} (hd : 0 < d) (h1 : -d ≤ x) (h2 : x ≤ d) :
    toggling d x = sin (π * x / (2 * d)) := by
  have h3 : x / d ≤ 1 := (div_le_one hd).2 h2
  have h4 : -1 ≤ x / d := by
    rw [le_div_iff₀ hd]
    linarith
  have h5 : π / 2 * (1 + x / d) = π * x / (2 * d) + π / 2 := by ring
  rw [toggling, flipAngle, min_eq_right h3, max_eq_right h4, h5, cos_add_pi_div_two, neg_neg]

/-- After a pulse of half-width `d > 0` the coupling factor is `1`. -/
theorem toggling_after_pulse {d x : ℝ} (hd : 0 < d) (h : d ≤ x) : toggling d x = 1 := by
  have h1 : 1 ≤ x / d := (one_le_div hd).2 h
  have h2 : π / 2 * (1 + 1) = π := by ring
  rw [toggling, flipAngle, min_eq_left h1, max_eq_right (by norm_num), h2, cos_pi, neg_neg]

lemma continuous_integrand (d : ℝ) : Continuous fun x => toggling d x * sin x := by
  change Continuous fun x => -cos (π / 2 * (1 + max (-1) (min 1 (x / d)))) * sin x
  fun_prop

/-- Overlap integral of two sine waves with frequency ratio `a`, where `a ^ 2 ≠ 1`. -/
theorem integral_sin_mul_sin (a d : ℝ) (ha : a ^ 2 - 1 ≠ 0) :
    ∫ x in (0 : ℝ)..d, sin (a * x) * sin x =
      (sin (a * d) * cos d - a * (cos (a * d) * sin d)) / (a ^ 2 - 1) := by
  have h : ∀ x : ℝ, HasDerivAt
      (fun y => (sin (a * y) * cos y - a * (cos (a * y) * sin y)) / (a ^ 2 - 1))
      (sin (a * x) * sin x) x := by
    intro x
    have hl : HasDerivAt (fun y : ℝ => a * y) a x := by
      simpa using (hasDerivAt_id' x).const_mul a
    have h1 := (hl.sin.fun_mul (hasDerivAt_cos x)).fun_sub
      ((hl.cos.fun_mul (hasDerivAt_sin x)).const_mul a)
    refine (h1.div_const (a ^ 2 - 1)).congr_deriv ?_
    rw [div_eq_iff ha]
    ring
  rw [intervalIntegral.integral_eq_sub_of_hasDerivAt (fun x _ => h x)
    (Continuous.intervalIntegrable (by fun_prop) _ _)]
  simp

/-- Closed form of the recoupling factor for pulse half-widths `0 < d < π / 2`. -/
theorem recoupling_eq {d : ℝ} (hd : 0 < d) (hd2 : d < π / 2) :
    recoupling d = cos d / (1 - (2 * d / π) ^ 2) := by
  have hp : π ^ 2 - (2 * d) ^ 2 ≠ 0 := by
    have : 0 < (π - 2 * d) * (π + 2 * d) := mul_pos (by linarith) (by positivity)
    nlinarith
  have hq : (2 * d) ^ 2 ≠ 0 := by positivity
  have hr : π ^ 2 ≠ 0 := by positivity
  have k1 : (π / (2 * d)) ^ 2 - 1 = (π ^ 2 - (2 * d) ^ 2) / (2 * d) ^ 2 := by
    rw [sub_div, div_self hq, div_pow]
  have k2 : 1 - (2 * d / π) ^ 2 = (π ^ 2 - (2 * d) ^ 2) / π ^ 2 := by
    rw [sub_div, div_self hr, div_pow]
  have ha : (π / (2 * d)) ^ 2 - 1 ≠ 0 := by
    rw [k1]
    exact div_ne_zero hp hq
  have hda : π / (2 * d) * d = π / 2 := by field_simp
  -- contribution of the second half of the pulse
  have e1 : ∫ x in (0 : ℝ)..d, toggling d x * sin x = cos d / ((π / (2 * d)) ^ 2 - 1) := by
    have hc : ∫ x in (0 : ℝ)..d, toggling d x * sin x =
        ∫ x in (0 : ℝ)..d, sin (π / (2 * d) * x) * sin x := by
      apply intervalIntegral.integral_congr
      intro x hx
      rw [Set.uIcc_of_le hd.le] at hx
      change toggling d x * sin x = sin (π / (2 * d) * x) * sin x
      rw [toggling_during_pulse hd (by linarith [hx.1]) hx.2, div_mul_eq_mul_div]
    rw [hc, integral_sin_mul_sin _ _ ha, hda, sin_pi_div_two, cos_pi_div_two]
    simp only [one_mul, zero_mul, mul_zero, sub_zero]
  -- contribution of the free evolution after the pulse
  have e2 : ∫ x in d..(π / 2), toggling d x * sin x = cos d := by
    have hc : ∫ x in d..(π / 2), toggling d x * sin x = ∫ x in d..(π / 2), sin x := by
      apply intervalIntegral.integral_congr
      intro x hx
      rw [Set.uIcc_of_le hd2.le] at hx
      change toggling d x * sin x = sin x
      rw [toggling_after_pulse hd hx.1, one_mul]
    rw [hc, integral_sin, cos_pi_div_two, sub_zero]
  rw [recoupling, ← intervalIntegral.integral_add_adjacent_intervals
    ((continuous_integrand d).intervalIntegrable 0 d)
    ((continuous_integrand d).intervalIntegrable d (π / 2)), e1, e2, k1, k2,
    div_div_eq_mul_div, div_div_eq_mul_div, div_add' _ _ _ hp]
  congr 1
  ring

/-- The closed form in terms of the fraction `φ` of the rotor period taken up by two π pulses,
for `0 < φ < 1`. -/
theorem recoupling_pulse_fraction {φ : ℝ} (h0 : 0 < φ) (h1 : φ < 1) :
    recoupling (π * φ / 2) = cos (π * φ / 2) / (1 - φ ^ 2) := by
  have h : 2 * (π * φ / 2) / π = φ := by field_simp
  rw [recoupling_eq (by positivity) (by nlinarith [pi_pos]), h]

/-- For pulse half-widths `0 < d ≤ e` and any phase `x ≥ 0` measured from the pulse centre, the
coupling factor for `e` is at most that for `d`. -/
theorem toggling_anti {d e x : ℝ} (hd : 0 < d) (hde : d ≤ e) (hx : 0 ≤ x) :
    toggling e x ≤ toggling d x := by
  have hdiv : x / e ≤ x / d := by gcongr
  have hm : max (-1) (min 1 (x / d)) ≤ 1 := max_le (by norm_num) (min_le_left _ _)
  have hl := le_max_left (-1 : ℝ) (min 1 (x / e))
  have hmono := max_le_max (le_refl (-1 : ℝ)) (min_le_min (le_refl (1 : ℝ)) hdiv)
  -- the cosine decreases on `[0, π]`, where both flip angles lie
  refine neg_le_neg (cos_le_cos_of_nonneg_of_le_pi ?_ ?_ ?_)
  · exact mul_nonneg (by positivity) (by linarith)
  · unfold flipAngle
    nlinarith [mul_nonneg pi_pos.le (sub_nonneg.2 hm)]
  · exact mul_le_mul_of_nonneg_left (by linarith) (by positivity)

/-- For pulse half-widths `0 < d < e ≤ π / 2`, the longer pulse has the strictly smaller recoupling
factor. -/
theorem recoupling_strict_anti {d e : ℝ} (hd : 0 < d) (hde : d < e) (he : e ≤ π / 2) :
    recoupling e < recoupling d := by
  have he0 : 0 < e := hd.trans hde
  refine intervalIntegral.integral_lt_integral_of_continuousOn_of_le_of_exists_lt
    (by positivity) (continuous_integrand e).continuousOn (continuous_integrand d).continuousOn
    ?_ ⟨d, ⟨hd.le, by linarith⟩, ?_⟩
  · intro x hx
    exact mul_le_mul_of_nonneg_right (toggling_anti hd hde.le hx.1.le)
      (sin_nonneg_of_nonneg_of_le_pi hx.1.le (by linarith [hx.2, pi_pos]))
  · -- the shorter pulse has just ended, the longer one has not
    refine mul_lt_mul_of_pos_right ?_ (sin_pos_of_pos_of_lt_pi hd (by linarith [pi_pos]))
    rw [toggling_after_pulse hd le_rfl, toggling_during_pulse he0 (by linarith) hde.le,
      ← sin_pi_div_two]
    have h0 : 0 ≤ π * d / (2 * e) := by positivity
    refine sin_lt_sin_of_lt_of_le_pi_div_two (by linarith [pi_pos]) le_rfl ?_
    rw [div_lt_div_iff₀ (by positivity) (by norm_num)]
    nlinarith [mul_lt_mul_of_pos_left hde pi_pos]

/-- When the pulses fill the whole rotor period, `d = π / 2`, the recoupling factor is `π / 4`. -/
theorem recoupling_full : recoupling (π / 2) = π / 4 := by
  have hc : recoupling (π / 2) = ∫ x in (0 : ℝ)..(π / 2), sin x ^ 2 := by
    apply intervalIntegral.integral_congr
    intro x hx
    rw [Set.uIcc_of_le (by positivity)] at hx
    change toggling (π / 2) x * sin x = sin x ^ 2
    have h : π * x / (2 * (π / 2)) = x := by field_simp
    rw [toggling_during_pulse (by positivity) (by linarith [hx.1, pi_pos]) hx.2, h, sq]
  rw [hc, integral_sin_sq, sin_zero, cos_pi_div_two]
  ring

/-- For pulse half-widths `0 < d < π / 2` the recoupling factor lies strictly between `π / 4`
and `1`. -/
theorem recoupling_bounds {d : ℝ} (hd : 0 < d) (hd2 : d < π / 2) :
    π / 4 < recoupling d ∧ recoupling d < 1 := by
  constructor
  · rw [← recoupling_full]
    exact recoupling_strict_anti hd hd2 le_rfl
  · -- compare with a pulse of half the length, then with an ideal pulse
    refine (recoupling_strict_anti (half_pos hd) (half_lt_self hd) hd2.le).trans_le ?_
    have h1 : ∫ x in (0 : ℝ)..(π / 2), sin x = 1 := by
      rw [integral_sin, cos_zero, cos_pi_div_two, sub_zero]
    rw [← h1]
    refine intervalIntegral.integral_mono_on (by positivity)
      ((continuous_integrand _).intervalIntegrable _ _)
      (continuous_sin.intervalIntegrable _ _) ?_
    intro x hx
    have hs := sin_nonneg_of_nonneg_of_le_pi hx.1 (by linarith [hx.2, pi_pos])
    have ht : toggling (d / 2) x ≤ 1 := by
      unfold toggling
      linarith [neg_one_le_cos (flipAngle (d / 2) x)]
    exact mul_le_of_le_one_left hs ht

/-- The recoupling factor tends to `1` as the pulse half-width tends to zero from above. -/
theorem recoupling_tendsto_ideal : Tendsto recoupling (𝓝[>] 0) (𝓝 1) := by
  have hc : ContinuousAt (fun d : ℝ => cos d / (1 - (2 * d / π) ^ 2)) 0 :=
    ContinuousAt.div (by fun_prop) (by fun_prop) (by simp)
  have e : cos 0 / (1 - (2 * 0 / π) ^ 2) = 1 := by simp
  have h := hc.tendsto.mono_right (le_of_eq (congrArg nhds e))
  refine (h.mono_left nhdsWithin_le_nhds).congr' ?_
  filter_upwards [Ioo_mem_nhdsGT (show (0 : ℝ) < π / 2 by positivity)] with d hd
  exact (recoupling_eq hd.1 hd.2).symm

end

end FinitePulseREDOR
```

```lean
#print axioms FinitePulseREDOR.recoupling_pulse_fraction
#print axioms FinitePulseREDOR.recoupling_bounds
#print axioms FinitePulseREDOR.recoupling_tendsto_ideal
```

```
'FinitePulseREDOR.recoupling_pulse_fraction' depends on axioms: [propext, Classical.choice, Quot.sound]
'FinitePulseREDOR.recoupling_bounds' depends on axioms: [propext, Classical.choice, Quot.sound]
'FinitePulseREDOR.recoupling_tendsto_ideal' depends on axioms: [propext, Classical.choice, Quot.sound]
```

## From the flip angle to the closed form

`toggling_during_pulse` and `toggling_after_pulse` evaluate the profile. In each, inequalities for `x / d` decide which branch of `min` and `max` applies, and a cosine identity finishes the calculation.

`integral_sin_mul_sin` is the integral with the antiderivative $F$. The product rule supplies the derivative, `ring` confirms the cancellation after the denominator has been cleared, and the fundamental theorem of calculus gives the value. Its hypothesis `a ^ 2 - 1 ≠ 0` keeps the denominator of $F$ away from zero.

In `recoupling_eq`, `e1` is the contribution of the pulse and `e2` that of the free evolution. Each replaces the integrand by its explicit form on the interval concerned. The integral is split at $d$ with `integral_add_adjacent_intervals`, which needs the integrability that `continuous_integrand` provides. The identities `k1` and `k2` write $a^2-1$ and $1-(2d/\pi)^2$ with the common numerator $\pi^2-(2d)^2$, which is nonzero because $d<\pi/2$. The two parts can then be added as fractions.

## From the flip angle to the bounds

`toggling_anti` compares two pulse lengths at a fixed phase. The lemma `cos_le_cos_of_nonneg_of_le_pi` leaves three goals: the smaller flip angle is non-negative, the larger is at most $\pi$, and they are ordered as claimed.

`recoupling_strict_anti` passes this to the integrals. The Mathlib lemma it uses asks for continuous integrands, an inequality throughout the interval and one point where it is strict. That point is `d`, where the shorter pulse has just ended.

`recoupling_full` computes $\pi/4$ directly from the integral of $\sin^2x$, since the closed form would read $0/0$ at $d=\pi/2$. `recoupling_bounds` then takes the lower bound from monotonicity, and the upper bound from the pulse of half-width `d / 2` followed by the ideal integral.

For the limit, the closed form is continuous at zero with value $1$. It agrees with `recoupling` on the interval $(0,\pi/2)$, and `filter_upwards` transfers the limit from one to the other.
